# Enough self-repulsion removes self-trapping in a two-site Holstein model with a classical lattice

The lattice is treated as classical: each of the two sites has a displacement that is a real number, with no kinetic energy and no phonon quanta. The electron is a pair of real amplitudes x and y with x² + y² = 1. Self-trapping then becomes a question about minimizing an ordinary function: does the lowest energy belong to the uniform state x = y = 1/√2, or to a state with more charge on one site? For hopping t ≥ 0, the uniform state is lowest exactly when the self-repulsion u is at least g − 2t, where the hopping energy is −2txy and a site with density n contributes un²/2 from the self-repulsion and −gn²/2 from the self-attraction mediated by the relaxed lattice. The self-repulsion stands for an error of approximate density functionals, not for a physical force.

## Electron and lattice energies

```lean
import Mathlib

open Real

namespace HolsteinDimer

noncomputable section
```

All quantities below are real numbers, written `ℝ` in Lean, and `√` is the real square root.

```lean
/-- Energy of one electron with real site amplitudes `x`, `y` and lattice displacements `q`, `r`:
hopping `t`, self-repulsion `u`, lattice stiffness `K` and electron-lattice coupling `a`. -/
def fullEnergy (t K a u x y q r : ℝ) : ℝ :=
  -2 * t * x * y + u * (x ^ 4 + y ^ 4) / 2 + K * (q ^ 2 + r ^ 2) / 2
    - a * (q * x ^ 2 + r * y ^ 2)
```

A `def` gives a name to an expression. In ordinary notation this one is

E_full = −2txy + u(x⁴ + y⁴)/2 + K(q² + r²)/2 − a(qx² + ry²).

The displacement q belongs to the site with density x², and r to the site with density y². K is the lattice stiffness and a the electron-lattice coupling. A single electron does not physically repel itself; the postulated u stands for the on-site self-interaction that an approximate density functional leaves uncancelled.

```lean
/-- Reduced energy as a function of the site amplitudes `x`, `y`, with hopping `t`, self-attraction
`g` and self-repulsion `u`. -/
def energy (t g u x y : ℝ) : ℝ :=
  -2 * t * x * y + (u - g) * (x ^ 4 + y ^ 4) / 2
```

This energy depends on the electron amplitudes alone. For K > 0 and g = a²/K it is the total energy once the lattice has relaxed, elastic energy included, as the next theorem shows:

E(x,y) = −2txy + (u − g)(x⁴ + y⁴)/2.

The lattice survives only through g, which favours concentrating the charge, while u opposes this.

```lean
/-- A ground state is a normalized pair of real amplitudes whose reduced energy is lowest among
all normalized pairs. -/
def IsGroundState (t g u x y : ℝ) : Prop :=
  x ^ 2 + y ^ 2 = 1 ∧
    ∀ x' y' : ℝ, x' ^ 2 + y' ^ 2 = 1 → energy t g u x y ≤ energy t g u x' y'
```

`Prop` marks a statement, which may be true or false. `IsGroundState t g u x y` says that (x,y) is normalized and that no normalized real pair (x′,y′) has lower energy. It therefore means a global minimum, and ties are allowed.

```lean
/-- For nonzero stiffness, the full energy is the reduced energy with `g = a² / K` plus the elastic
energy of the displacements measured from `a x² / K` and `a y² / K`. -/
theorem fullEnergy_eq {K : ℝ} (hK : K ≠ 0) (t a u x y q r : ℝ) :
    fullEnergy t K a u x y q r = energy t (a ^ 2 / K) u x y
      + K / 2 * ((q - a * x ^ 2 / K) ^ 2 + (r - a * y ^ 2 / K) ^ 2) := by
  unfold fullEnergy energy
  field_simp
  ring
```

A theorem lists its hypotheses before the colon and its claim after it; the proof follows `by`. The only hypothesis is K ≠ 0. By hand, one completes the square on each site:

Kq²/2 − aqx² = (K/2)(q − ax²/K)² − a²x⁴/(2K).

Adding the same expression for r and y gives the attraction −(a²/K)(x⁴ + y⁴)/2, so g = a²/K. In Lean, `field_simp` clears the denominators and `ring` checks the remaining polynomial identity.

## Everything depends on xy

```lean
/-- In the uniform state each site carries half of the electron. -/
theorem uniform_sq : (1 / √2 : ℝ) ^ 2 = 1 / 2 := by
  rw [div_pow, Real.sq_sqrt (by norm_num)]
  norm_num
```

Each site of the uniform state has density 1/2.

```lean
/-- For normalized amplitudes the reduced energy depends only on the bond order `x y`. -/
theorem energy_eq_bondOrder {x y : ℝ} (h : x ^ 2 + y ^ 2 = 1) (t g u : ℝ) :
    energy t g u x y = -2 * t * (x * y) + (u - g) * (1 - 2 * (x * y) ^ 2) / 2 := by
  unfold energy
  linear_combination (u - g) / 2 * (x ^ 2 + y ^ 2 + 1) * h
```

The file calls the product xy the bond order. Normalization gives

x⁴ + y⁴ = (x² + y²)² − 2x²y² = 1 − 2(xy)²,

and therefore

E = −2t(xy) + (u − g)(1 − 2(xy)²)/2.

The tactic `linear_combination` is told which multiple of the hypothesis `h` to use, and checks that it accounts for the difference between the two sides.

```lean
/-- The energy of a normalized state relative to the uniform state factorizes in the
bond order `x y`. -/
theorem energy_sub_uniform {x y : ℝ} (h : x ^ 2 + y ^ 2 = 1) (t g u : ℝ) :
    energy t g u x y - energy t g u (1 / √2) (1 / √2)
      = (1 - 2 * (x * y)) * (t + (u - g) * (1 + 2 * (x * y)) / 4) := by
  have key : ∀ c : ℝ, c ^ 2 = 1 / 2 → energy t g u c c = -t + (u - g) / 4 := by
    intro c hc
    unfold energy
    linear_combination (-2 * t + (u - g) * (c ^ 2 + 1 / 2)) * hc
  rw [key _ uniform_sq, energy_eq_bondOrder h]
  ring
```

The uniform state has xy = 1/2 and energy −t + (u − g)/4. Subtracting this from the previous formula gives

E − E_uniform = t(1 − 2xy) + (u − g)(1/4 − (xy)²)
= (1 − 2xy)[t + (u − g)(1 + 2xy)/4].

The auxiliary statement `key` computes the uniform energy for any c with c² = 1/2, so the square root itself never has to be expanded.

## The threshold u = g − 2t

```lean
/-- For `t ≥ 0` and `u < g - 2t`, the value `t / (g - u)` lies in `[0, 1/2)` and is the bond order
of some normalized state. -/
theorem exists_bondOrder {t g u : ℝ} (ht : 0 ≤ t) (hu : u < g - 2 * t) :
    0 ≤ t / (g - u) ∧ t / (g - u) < 1 / 2 ∧
      ∃ x y : ℝ, x ^ 2 + y ^ 2 = 1 ∧ x * y = t / (g - u) := by
  have hk : 0 < g - u := by linarith
  have h0 : 0 ≤ t / (g - u) := div_nonneg ht hk.le
  have h1 : t / (g - u) < 1 / 2 := by
    rw [div_lt_iff₀ hk]
    linarith
  refine ⟨h0, h1, ?_⟩
  generalize t / (g - u) = p at h0 h1 ⊢
  have hA : √(1 + 2 * p) ^ 2 = 1 + 2 * p := Real.sq_sqrt (by linarith)
  have hB : √(1 - 2 * p) ^ 2 = 1 - 2 * p := Real.sq_sqrt (by linarith)
  -- bonding and antibonding components fix the two site amplitudes
  refine ⟨(√(1 + 2 * p) + √(1 - 2 * p)) / 2, (√(1 + 2 * p) - √(1 - 2 * p)) / 2, ?_, ?_⟩
  · linear_combination (hA + hB) / 2
  · linear_combination (hA - hB) / 4
```

Below the threshold, g − u > 2t ≥ 0. Hence p = t/(g − u) satisfies 0 ≤ p < 1/2. A normalized state with bond order p is

x = (√(1 + 2p) + √(1 − 2p))/2,
y = (√(1 + 2p) − √(1 − 2p))/2.

Squaring and adding gives x² + y² = [(1 + 2p) + (1 − 2p)]/2 = 1, and multiplying gives xy = [(1 + 2p) − (1 − 2p)]/4 = p. These are the two final `linear_combination` lines.

```lean
/-- For hopping `t ≥ 0`, the uniform state is a ground state of the reduced energy if and only if
the self-repulsion satisfies `u ≥ g - 2t`. -/
theorem uniform_isGroundState_iff {t : ℝ} (ht : 0 ≤ t) (g u : ℝ) :
    IsGroundState t g u (1 / √2) (1 / √2) ↔ g - 2 * t ≤ u := by
  constructor
  · rintro ⟨-, hmin⟩
    by_contra hcon
    have hu : u < g - 2 * t := not_le.mp hcon
    obtain ⟨-, h1, x, y, hn, hp⟩ := exists_bondOrder ht hu
    have hk : t / (g - u) * (g - u) = t := div_mul_cancel₀ t (by linarith)
    rw [← hp] at h1 hk
    -- the state with bond order t / (g - u) lies below the uniform one
    have hneg : t + (u - g) * (1 + 2 * (x * y)) / 4 < 0 := by linarith
    have hprod := mul_neg_of_pos_of_neg (show 0 < 1 - 2 * (x * y) by linarith) hneg
    linarith [energy_sub_uniform hn t g u, hmin x y hn]
  · intro hu
    refine ⟨by rw [uniform_sq]; norm_num, fun x y hn => ?_⟩
    have h1 : 0 ≤ 1 - 2 * (x * y) := by nlinarith [sq_nonneg (x - y)]
    have h2 : 0 ≤ 1 + 2 * (x * y) := by nlinarith [sq_nonneg (x + y)]
    have h3 : 0 ≤ t + (u - g) * (1 + 2 * (x * y)) / 4 := by
      nlinarith [mul_nonneg (show 0 ≤ u - g + 2 * t by linarith) h2, mul_nonneg ht h1]
    linarith [energy_sub_uniform hn t g u, mul_nonneg h1 h3]
```

The symbol `↔` means "if and only if", and `constructor` splits the proof into its two directions.

Suppose first that the uniform state is a ground state but u < g − 2t. Take the state just constructed, with xy = p. Its first factor, 1 − 2p, is positive. Since (g − u)p = t, its second factor is

t − (g − u)/4 − t/2 = (2t − (g − u))/4 < 0.

The product is negative, so this state lies below the uniform one, which is a contradiction.

Now suppose u ≥ g − 2t. Normalization gives 1 − 2xy = (x − y)² ≥ 0 and 1 + 2xy = (x + y)² ≥ 0. Because u − g ≥ −2t, the second factor is at least

t − 2t(1 + 2xy)/4 = t(1 − 2xy)/2 ≥ 0.

Both factors are nonnegative, so no normalized state lies below the uniform one. The tactic `nlinarith` finds such inequalities from the products it is offered.

The hypothesis t ≥ 0 matters. Take t = −1, g = 0 and u = 2, so that u = g − 2t. The uniform state has energy 3/2, but x = 1/√2, y = −1/√2 has energy −1/2. The criterion is met and the uniform state is still not the lowest.

```lean
/-- For `t > 0` and `u ≥ g - 2t`, the ground states are exactly the normalized states with equal
amplitudes on the two sites. -/
theorem isGroundState_iff_equal {t g u : ℝ} (ht : 0 < t) (hu : g - 2 * t ≤ u) (x y : ℝ) :
    IsGroundState t g u x y ↔ x ^ 2 + y ^ 2 = 1 ∧ x = y := by
  have hunif := (uniform_isGroundState_iff ht.le g u).mpr hu
  constructor
  · rintro ⟨hn, hmin⟩
    refine ⟨hn, ?_⟩
    by_contra hne
    have hpos : 0 < (x - y) ^ 2 := sq_pos_of_ne_zero (sub_ne_zero.mpr hne)
    have h1 : 0 < 1 - 2 * (x * y) := by nlinarith
    have h2 : 0 ≤ 1 + 2 * (x * y) := by nlinarith [sq_nonneg (x + y)]
    have h3 : 0 < t + (u - g) * (1 + 2 * (x * y)) / 4 := by
      nlinarith [mul_nonneg (show 0 ≤ u - g + 2 * t by linarith) h2, mul_pos ht h1]
    linarith [energy_sub_uniform hn t g u, mul_pos h1 h3, hmin _ _ hunif.1]
  · rintro ⟨hn, rfl⟩
    have hgap := energy_sub_uniform hn t g u
    rw [show 1 - 2 * (x * x) = 0 by linarith, zero_mul] at hgap
    exact ⟨hn, fun x' y' h' => by linarith [hunif.2 x' y' h']⟩
```

With t > 0, the lower bound t(1 − 2xy)/2 on the second factor is strictly positive whenever x ≠ y. Every such state therefore lies strictly above the uniform one. Conversely, x = y makes the first factor zero. The ground states are thus x = y = 1/√2 and the same state with both signs reversed. At t = 0 and u = g this would fail: all normalized states have energy zero, including the localized state (1,0).

## Trapped states below the threshold

```lean
/-- For `t ≥ 0` and `u < g - 2t`, the ground states are exactly the normalized states with bond
order `t / (g - u)`. -/
theorem isGroundState_iff_trapped {t g u : ℝ} (ht : 0 ≤ t) (hu : u < g - 2 * t) (x y : ℝ) :
    IsGroundState t g u x y ↔ x ^ 2 + y ^ 2 = 1 ∧ x * y = t / (g - u) := by
  have hk : 0 < g - u := by linarith
  obtain ⟨-, -, x₀, y₀, hn₀, hp₀⟩ := exists_bondOrder ht hu
  have hp : t / (g - u) * (g - u) = t := div_mul_cancel₀ t hk.ne'
  generalize t / (g - u) = p at hp₀ hp ⊢
  -- complete the square in the bond order
  have key : ∀ v w : ℝ, v ^ 2 + w ^ 2 = 1 →
      energy t g u v w = (g - u) * ((v * w - p) ^ 2 - p ^ 2 - 1 / 2) := by
    intro v w h
    rw [energy_eq_bondOrder h]
    linear_combination 2 * (v * w) * hp
  constructor
  · rintro ⟨hn, hmin⟩
    have h2 := hmin x₀ y₀ hn₀
    rw [key x y hn, key x₀ y₀ hn₀, hp₀] at h2
    have h3 := le_of_mul_le_mul_left h2 hk
    have h4 : (x * y - p) ^ 2 = 0 := le_antisymm (by linarith) (sq_nonneg _)
    exact ⟨hn, sub_eq_zero.mp (pow_eq_zero_iff two_ne_zero |>.mp h4)⟩
  · rintro ⟨hn, hxy⟩
    refine ⟨hn, fun v w h => ?_⟩
    rw [key x y hn, key v w h, hxy]
    apply mul_le_mul_of_nonneg_left _ hk.le
    linarith [sq_nonneg (v * w - p)]
```

With p = t/(g − u) as before, completing the square in the bond order gives

E = (g − u)[(xy − p)² − p² − 1/2].

The prefactor is positive, so the energy is lowest exactly when xy = p, a value that the earlier construction shows to be attained. In the code, `key` is this identity. One direction compares a given ground state with the constructed one, and the other uses the fact that a square is nonnegative.

```lean
/-- For `t ≥ 0` and `u < g - 2t`, every ground state has unequal site densities, with squared
density difference `1 - (2t / (g - u))²`. -/
theorem trapped_imbalance {t g u x y : ℝ} (ht : 0 ≤ t) (hu : u < g - 2 * t)
    (h : IsGroundState t g u x y) :
    x ^ 2 ≠ y ^ 2 ∧ (x ^ 2 - y ^ 2) ^ 2 = 1 - (2 * (t / (g - u))) ^ 2 := by
  obtain ⟨hn, hp⟩ := (isGroundState_iff_trapped ht hu x y).mp h
  obtain ⟨h0, h1, -⟩ := exists_bondOrder ht hu
  rw [← hp] at h0 h1 ⊢
  have himb : (x ^ 2 - y ^ 2) ^ 2 = 1 - (2 * (x * y)) ^ 2 := by
    linear_combination (x ^ 2 + y ^ 2 + 1) * hn
  refine ⟨fun heq => ?_, himb⟩
  rw [heq, sub_self] at himb
  nlinarith
```

The charge imbalance follows from normalization:

(x² − y²)² = (x² + y²)² − 4x²y² = 1 − (2t/(g − u))².

Since 2t/(g − u) < 1, this is positive and the densities differ. For t = 1 and g = 4, the electron without self-repulsion has p = 1/4 and a squared imbalance of 3/4. Raising u to 2 reaches the threshold, and the ground state is uniform.

## The same threshold with a movable lattice

```lean
/-- For `t ≥ 0` and stiffness `K > 0`, the uniform electron with both displacements `a / (2K)`
minimizes the full energy over normalized amplitudes and all displacements if and only if
`u ≥ a² / K - 2t`. -/
theorem uniform_minimizes_fullEnergy_iff {t K : ℝ} (ht : 0 ≤ t) (hK : 0 < K) (a u : ℝ) :
    (∀ x y q r : ℝ, x ^ 2 + y ^ 2 = 1 →
      fullEnergy t K a u (1 / √2) (1 / √2) (a / (2 * K)) (a / (2 * K))
        ≤ fullEnergy t K a u x y q r) ↔ a ^ 2 / K - 2 * t ≤ u := by
  have e0 : fullEnergy t K a u (1 / √2) (1 / √2) (a / (2 * K)) (a / (2 * K))
      = energy t (a ^ 2 / K) u (1 / √2) (1 / √2) := by
    rw [fullEnergy_eq hK.ne', uniform_sq, show a / (2 * K) = a * (1 / 2) / K by ring, sub_self]
    ring
  rw [← uniform_isGroundState_iff ht, e0]
  constructor
  · intro H
    refine ⟨by rw [uniform_sq]; norm_num, fun x y hn => ?_⟩
    -- let the lattice relax around the competing electron state
    have h := H x y (a * x ^ 2 / K) (a * y ^ 2 / K) hn
    rw [fullEnergy_eq hK.ne', sub_self, sub_self] at h
    linarith
  · intro H x y q r hn
    rw [fullEnergy_eq hK.ne']
    have hel : 0 ≤ K / 2 * ((q - a * x ^ 2 / K) ^ 2 + (r - a * y ^ 2 / K) ^ 2) := by
      positivity
    linarith [H.2 x y hn]

end

end HolsteinDimer
```

Here the competition includes every pair of displacements as well as every normalized electron state. The uniform electron comes with q = r = a/(2K), for which the elastic remainder vanishes, so its full energy equals its reduced energy.

If this configuration minimizes the full energy, compare it with any other electron state whose lattice has relaxed to q = ax²/K and r = ay²/K. The remainder vanishes there too, and the reduced inequality follows. In the other direction, K > 0 makes the remainder nonnegative, so displacing the lattice away from its relaxed position cannot lower the energy. The threshold is the earlier one with g = a²/K.

One numerical scheme for this model alternates two steps. The first sets q = ax²/K and r = ay²/K for the current densities; the second replaces the amplitudes by the lowest state in the resulting site potentials, with the self-repulsion evaluated at the same densities. For t > 0, a run started with exactly equal densities stays symmetric in exact arithmetic, even below the threshold where the uniform state is not lowest. A search for a trapped state with this scheme should therefore also start from unequal densities, and the final energies should be compared.

For electronic structure, this one-electron, two-site model with a classical lattice shows how spurious self-repulsion in an approximate functional can turn a self-trapped ground state into a delocalized one: for t > 0, this happens when 2t < g ≤ 2t + u.

```lean
#print axioms HolsteinDimer.isGroundState_iff_equal
-- 'HolsteinDimer.isGroundState_iff_equal' depends on axioms: [propext, Classical.choice, Quot.sound]
#print axioms HolsteinDimer.trapped_imbalance
-- 'HolsteinDimer.trapped_imbalance' depends on axioms: [propext, Classical.choice, Quot.sound]
#print axioms HolsteinDimer.uniform_minimizes_fullEnergy_iff
-- 'HolsteinDimer.uniform_minimizes_fullEnergy_iff' depends on axioms: [propext, Classical.choice, Quot.sound]
```
